# Two-sided Epstein–Nesbet bounds on the ground energy of an arrowhead Hamiltonian whose reference is lowest on the diagonal

## On which side of the ground energy does the second-order energy lie?

Let a reference determinant $|0\rangle$ have energy $a$, and let outer determinants $|k\rangle$ have energies $d_k>a$. The reference couples to them through $b_k=\langle k|H|0\rangle$, and they do not couple to each other, so $H$ is an arrowhead matrix. With the diagonal of $H$ as the zeroth-order Hamiltonian, which is the Epstein–Nesbet choice, the energy through second order is $a-S$, where

$$S=\sum_k\frac{|b_k|^2}{d_k-a},\qquad N=\sum_k\frac{|b_k|^2}{(d_k-a)^2},$$

and $N$ is the squared norm of the first-order correction to the state.

Perturbation theory is not variational, so I can't tell whether $a-S$ is too high or too low. Is the sign of its error fixed here, and can the same two sums bound the ground energy $E_0$ from the other side?

## It is never too high, and dividing by $1+N$ gives the upper bound

For this matrix,

$$a-S\;\le\;E_0\;\le\;a-\frac{S}{1+N}.$$

Write the eigenvalue equation for amplitudes $c_0,c_k$:

$$a\,c_0+\sum_k b_k^*c_k=E\,c_0,\qquad b_k c_0+d_k c_k=E\,c_k .$$

For $E$ below every $d_k$, the outer equations give $c_k=-b_kc_0/(d_k-E)$. Hence $c_0\neq0$, since otherwise the whole vector would vanish, and the reference equation becomes

$$a-E=\sigma(E),\qquad \sigma(E)=\sum_k\frac{|b_k|^2}{d_k-E}.$$

Conversely, any such solution $E$ gives an eigenvector with $c_0=1$.

Below all $d_k$, $\sigma$ does not decrease with $E$, and $\sigma(a)=S\ge0$. The continuous function $\sigma(E)+E$ is at most $a$ at $E=a-S$ and at least $a$ at $E=a$, so there is a root $E\le a$ in between. An eigenvalue $x<E$ would need $\sigma(x)=a-x>a-E=\sigma(E)$, against monotonicity. The root is therefore $E_0$.

The lower bound is now $a-E_0=\sigma(E_0)\le\sigma(a)=S$. For the upper bound, put $\delta=a-E_0\ge0$ and $\Delta_k=d_k-a$. Then

$$\frac1{\Delta_k+\delta}=\frac1{\Delta_k}-\frac{\delta}{\Delta_k^2}+\frac{\delta^2}{\Delta_k^2(\Delta_k+\delta)}\ge\frac1{\Delta_k}-\frac{\delta}{\Delta_k^2}.$$

Multiplying by $|b_k|^2$ and summing gives $\delta\ge S-\delta N$, so $\delta\ge S/(1+N)$.

The upper bound is also a variational energy. The first-order state $\psi$, with amplitudes $1$ and $-b_k/\Delta_k$, has squared norm $1+N$ and satisfies $H\psi=a\psi-S|0\rangle$. Its normalised expectation value is

$$\frac{\langle\psi|H|\psi\rangle}{\langle\psi|\psi\rangle}=\frac{a(1+N)-S}{1+N}=a-\frac S{1+N}.$$

**Small cases.** With no outer determinants, $S=N=0$ and both bounds equal $a$. With one, of gap $\Delta$ and coupling $b$,

$$a-\frac{|b|^2}{\Delta}\;\le\; a+\frac\Delta2-\sqrt{\frac{\Delta^2}4+|b|^2}\;\le\; a-\frac{|b|^2\Delta}{\Delta^2+|b|^2}.$$

For $\Delta=|b|=1$ the three energies relative to $a$ are $-1$, about $-0.618$, and $-0.5$. As $\Delta\to0$ at fixed $b\ne0$, the lower bound runs to $-\infty$ and the upper bound returns to $a$, while $E_0\to a-|b|$.

**How the Lean statement reads.** The basis is `Option n` for a finite type `n`: `none` is the reference and `some k` an outer determinant. In `arrowhead a b d`, the couplings `b` are complex, and `a` and `d` are real. `IsEnergy` asks for a real eigenvalue with a nonzero eigenvector; `IsGroundEnergy` asks for the least such number.

Two names need care. `levelShift b d E` is $\sigma(E)$, which is subtracted from $a$, so it is the negative of the usual energy shift. `correctionNorm b d a` is $N$, a squared norm. The vector `dressedState b d E` is unnormalised, with reference amplitude one.

The main theorem, `ground_energy_bounds`, assumes `∀ k, a < d k`: the reference is lowest on the diagonal and degenerate with no outer determinant. It takes `E0` as a given ground energy; that one exists follows from `exists_secular_root` and `isGroundEnergy_iff`. `first_order_expectation` needs only `d k ≠ a`, and states the expectation value multiplied by the squared norm.

In selected CI, $a$ can stand for the variational energy, $b_k$ for the coupling of an outer determinant to the variational ground state, and $S$ for the size of the Epstein–Nesbet second-order correction. The bounds then hold for a model in which every $d_k$ lies above $a$ and the couplings among outer determinants, and from them to the other variational states, are neglected. In a full CI matrix these couplings are present and can push the ground energy below $a-S$.

```lean
import Mathlib

open Matrix

namespace ArrowheadEpsteinNesbet

noncomputable section

variable {n : Type*} [Fintype n]

/-- The sum `∑ |b k|² / (d k - E)`, for `E` different from every `d k`. Its negative is the shift of
the reference energy by the outer determinants at energy `E`. At `E = a` the sum is `S`. -/
def levelShift (b : n → ℂ) (d : n → ℝ) (E : ℝ) : ℝ :=
  ∑ k, ‖b k‖ ^ 2 / (d k - E)

/-- The squared norm `N = ∑ |b k|² / (d k - a)²` of the first-order correction to the
reference, for `a` different from every `d k`. -/
def correctionNorm (b : n → ℂ) (d : n → ℝ) (a : ℝ) : ℝ :=
  ∑ k, ‖b k‖ ^ 2 / (d k - a) ^ 2

/-- The state with amplitude one on the reference and `-b k / (d k - E)` on determinant `k`,
for `E` different from every `d k`. At `E = a` it is the first-order state. -/
def dressedState (b : n → ℂ) (d : n → ℝ) (E : ℝ) : Option n → ℂ
  | none => 1
  | some k => -b k / ((d k - E : ℝ) : ℂ)

/-- A real number `E` is an energy of `H` if `H v = E v` for some nonzero state `v`. -/
def IsEnergy {m : Type*} [Fintype m] (H : Matrix m m ℂ) (E : ℝ) : Prop :=
  ∃ v : m → ℂ, v ≠ 0 ∧ H *ᵥ v = (E : ℂ) • v

/-- The ground energy of `H` is the least of its energies. -/
def IsGroundEnergy {m : Type*} [Fintype m] (H : Matrix m m ℂ) (E : ℝ) : Prop :=
  IsLeast {x : ℝ | IsEnergy H x} E

/-- Below all outer diagonal energies, the level shift does not decrease with the energy. -/
theorem levelShift_mono (b : n → ℂ) {d : n → ℝ} {E E' : ℝ} (h : E ≤ E')
    (hd : ∀ k, E' < d k) : levelShift b d E ≤ levelShift b d E' :=
  Finset.sum_le_sum fun k _ =>
    div_le_div_of_nonneg_left (sq_nonneg _) (sub_pos.2 (hd k)) (by linarith)

/-- If the reference lies below all outer determinants, the equation
`a - E = levelShift b d E` has a solution not above the reference energy `a`. -/
theorem exists_secular_root (b : n → ℂ) {d : n → ℝ} {a : ℝ} (hd : ∀ k, a < d k) :
    ∃ E ≤ a, a - E = levelShift b d E := by
  have hS : 0 ≤ levelShift b d a :=
    Finset.sum_nonneg fun k _ => div_nonneg (sq_nonneg _) (sub_pos.2 (hd k)).le
  have h1 : ∀ k, ContinuousOn (fun x : ℝ => ‖b k‖ ^ 2 / (d k - x))
      (Set.Icc (a - levelShift b d a) a) := fun k =>
    continuousOn_const.div (continuousOn_const.sub continuousOn_id)
      fun x hx => (sub_pos.2 (lt_of_le_of_lt hx.2 (hd k))).ne'
  have h2 : ContinuousOn (fun x : ℝ => levelShift b d x)
      (Set.Icc (a - levelShift b d a) a) :=
    continuousOn_finsetSum _ fun k _ => h1 k
  have h3 : ContinuousOn (fun x : ℝ => levelShift b d x + x)
      (Set.Icc (a - levelShift b d a) a) := h2.add continuousOn_id
  have hm := levelShift_mono b (sub_le_self a hS) hd
  -- the function `levelShift + E` passes through `a` between `a - S` and `a`
  obtain ⟨E, hE, hEa⟩ := intermediate_value_Icc (sub_le_self a hS) h3
    (show a ∈ Set.Icc _ _ from ⟨by linarith, by linarith⟩)
  have hEa' : levelShift b d E + E = a := hEa
  exact ⟨E, hE.2, by linarith⟩

variable [DecidableEq n]

/-- The arrowhead Hamiltonian: reference energy `a`, couplings `b k` of the reference to the
outer determinants, outer energies `d k`, and no coupling among the outer determinants. -/
def arrowhead (a : ℝ) (b : n → ℂ) (d : n → ℝ) : Matrix (Option n) (Option n) ℂ :=
  Matrix.of fun i j => match i, j with
    | none, none => (a : ℂ)
    | none, some k => star (b k)
    | some k, none => b k
    | some k, some l => if k = l then (d k : ℂ) else 0

omit [Fintype n] in
/-- The arrowhead Hamiltonian is Hermitian. -/
theorem arrowhead_isHermitian (a : ℝ) (b : n → ℂ) (d : n → ℝ) :
    (arrowhead a b d).IsHermitian := by
  refine Matrix.IsHermitian.ext fun i j => ?_
  rcases i with _ | k <;> rcases j with _ | l
  · simp [arrowhead]
  · simp [arrowhead]
  · simp [arrowhead]
  · by_cases h : k = l
    · subst h
      simp [arrowhead]
    · simp [arrowhead, h, Ne.symm h]

/-- The reference and outer components of the arrowhead Hamiltonian acting on a state. -/
theorem arrowhead_mulVec (a : ℝ) (b : n → ℂ) (d : n → ℝ) (v : Option n → ℂ) :
    (arrowhead a b d *ᵥ v) none = a * v none + ∑ k, star (b k) * v (some k) ∧
    ∀ k, (arrowhead a b d *ᵥ v) (some k) = b k * v none + d k * v (some k) := by
  constructor
  · simp [Matrix.mulVec, dotProduct, arrowhead, Fintype.sum_option]
  · intro k
    simp [Matrix.mulVec, dotProduct, arrowhead, Fintype.sum_option]

/-- If `E` differs from every outer energy, the dressed state solves the eigenvalue equation
at `E` up to a residual `a - E - levelShift b d E` on the reference. -/
theorem arrowhead_mulVec_dressedState (a : ℝ) (b : n → ℂ) {d : n → ℝ} {E : ℝ}
    (hE : ∀ k, d k ≠ E) :
    arrowhead a b d *ᵥ dressedState b d E = (E : ℂ) • dressedState b d E +
      Pi.single none ((a - E - levelShift b d E : ℝ) : ℂ) := by
  have hsum : ∑ k, star (b k) * (-b k / ((d k - E : ℝ) : ℂ)) =
      -((levelShift b d E : ℝ) : ℂ) := by
    rw [levelShift, Complex.ofReal_sum, ← Finset.sum_neg_distrib]
    refine Finset.sum_congr rfl fun k _ => ?_
    have h : star (b k) * b k = (‖b k‖ : ℂ) ^ 2 := Complex.conj_mul' (b k)
    rw [Complex.ofReal_div, Complex.ofReal_pow, ← h]
    ring
  funext i
  cases i with
  | none =>
    rw [(arrowhead_mulVec a b d _).1, Pi.add_apply, Pi.smul_apply, Pi.single_eq_same,
      smul_eq_mul]
    simp only [dressedState]
    rw [hsum]
    push_cast
    ring
  | some k =>
    rw [(arrowhead_mulVec a b d _).2 k, Pi.add_apply, Pi.smul_apply,
      Pi.single_eq_of_ne (Option.some_ne_none k), smul_eq_mul]
    simp only [dressedState]
    have hne : ((d k - E : ℝ) : ℂ) ≠ 0 := Complex.ofReal_ne_zero.2 (sub_ne_zero.2 (hE k))
    have hq := div_mul_cancel₀ (-b k) hne
    rw [Complex.ofReal_sub] at hq ⊢
    linear_combination hq

/-- A number `E` below all outer energies is an energy of the arrowhead Hamiltonian exactly
when `a - E` equals the level shift at `E`. -/
theorem isEnergy_iff_secular (a : ℝ) (b : n → ℂ) {d : n → ℝ} {E : ℝ} (hE : ∀ k, E < d k) :
    IsEnergy (arrowhead a b d) E ↔ a - E = levelShift b d E := by
  have hψ := arrowhead_mulVec_dressedState a b fun k => (hE k).ne'
  constructor
  · rintro ⟨v, hv, h⟩
    -- the outer equations make `v` a multiple of the dressed state
    have hv' : v = v none • dressedState b d E := by
      funext i
      cases i with
      | none => simp [dressedState]
      | some k =>
        have hk := congrFun h (some k)
        rw [(arrowhead_mulVec a b d v).2 k, Pi.smul_apply, smul_eq_mul] at hk
        have hne : ((d k - E : ℝ) : ℂ) ≠ 0 :=
          Complex.ofReal_ne_zero.2 (sub_pos.2 (hE k)).ne'
        rw [Pi.smul_apply, smul_eq_mul]
        simp only [dressedState]
        rw [← mul_div_assoc, eq_div_iff hne, Complex.ofReal_sub]
        linear_combination hk
    have hc : v none ≠ 0 := fun hc => hv (by rw [hv', hc, zero_smul])
    have h0 : arrowhead a b d *ᵥ (v none • dressedState b d E) =
        (E : ℂ) • (v none • dressedState b d E) := by
      rw [← hv']
      exact h
    rw [Matrix.mulVec_smul, hψ] at h0
    have h1 := congrFun h0 none
    simp only [Pi.smul_apply, Pi.add_apply, Pi.single_eq_same, smul_eq_mul] at h1
    have h2 : ((a - E - levelShift b d E : ℝ) : ℂ) = 0 := by
      apply mul_left_cancel₀ hc
      linear_combination h1
    have h3 := Complex.ofReal_eq_zero.1 h2
    linarith
  · intro h
    refine ⟨dressedState b d E, fun h0 => ?_, ?_⟩
    · have h1 := congrFun h0 none
      simp [dressedState] at h1
    · rw [hψ, h, sub_self, Complex.ofReal_zero, Pi.single_zero, add_zero]

/-- If the reference lies below all outer determinants, `E` is the ground energy exactly when
`E ≤ a` and `a - E` equals the level shift at `E`. -/
theorem isGroundEnergy_iff (b : n → ℂ) {d : n → ℝ} {a E : ℝ} (hd : ∀ k, a < d k) :
    IsGroundEnergy (arrowhead a b d) E ↔ E ≤ a ∧ a - E = levelShift b d E := by
  constructor
  · intro h
    obtain ⟨x, hxa, hx⟩ := exists_secular_root b hd
    have hEx : E ≤ x := h.2 ((isEnergy_iff_secular a b fun k => hxa.trans_lt (hd k)).2 hx)
    have hEa := hEx.trans hxa
    exact ⟨hEa, (isEnergy_iff_secular a b fun k => hEa.trans_lt (hd k)).1 h.1⟩
  · rintro ⟨hEa, hE⟩
    have hEd : ∀ k, E < d k := fun k => hEa.trans_lt (hd k)
    refine ⟨(isEnergy_iff_secular a b hEd).2 hE, fun x hx => ?_⟩
    -- a lower energy would need a larger level shift, against monotonicity
    by_contra hlt
    have hxE : x < E := not_le.1 hlt
    have h1 := (isEnergy_iff_secular a b fun k => hxE.trans (hEd k)).1 hx
    have h2 := levelShift_mono b hxE.le hEd
    linarith

/-- If the reference lies below all outer determinants, the ground energy `E0` of the arrowhead
Hamiltonian obeys `a - S ≤ E0 ≤ a - S / (1 + N)`. -/
theorem ground_energy_bounds (b : n → ℂ) {d : n → ℝ} {a E0 : ℝ} (hd : ∀ k, a < d k)
    (h : IsGroundEnergy (arrowhead a b d) E0) :
    a - levelShift b d a ≤ E0 ∧
      E0 ≤ a - levelShift b d a / (1 + correctionNorm b d a) := by
  obtain ⟨hle, hs⟩ := (isGroundEnergy_iff b hd).1 h
  have hN : 0 ≤ correctionNorm b d a := Finset.sum_nonneg fun k _ => by positivity
  have hm := levelShift_mono b hle hd
  refine ⟨by linarith, ?_⟩
  -- the level shift lies above its tangent at the reference energy
  have ht : levelShift b d a - (a - E0) * correctionNorm b d a ≤ levelShift b d E0 := by
    unfold levelShift correctionNorm
    rw [Finset.mul_sum, ← Finset.sum_sub_distrib]
    refine Finset.sum_le_sum fun k _ => ?_
    have h1 : 0 < d k - a := sub_pos.2 (hd k)
    have h2 : 0 < d k - E0 := by linarith
    have h1' := h1.ne'
    have h2' := h2.ne'
    have hid : ‖b k‖ ^ 2 / (d k - E0) -
        (‖b k‖ ^ 2 / (d k - a) - (a - E0) * (‖b k‖ ^ 2 / (d k - a) ^ 2)) =
        ‖b k‖ ^ 2 * (a - E0) ^ 2 / ((d k - a) ^ 2 * (d k - E0)) := by
      field_simp
      ring
    have hpos : 0 ≤ ‖b k‖ ^ 2 * (a - E0) ^ 2 / ((d k - a) ^ 2 * (d k - E0)) :=
      div_nonneg (by positivity) (mul_nonneg (sq_nonneg _) h2.le)
    linarith
  have hdiv : levelShift b d a / (1 + correctionNorm b d a) ≤ a - E0 := by
    rw [div_le_iff₀ (by linarith)]
    linarith
  linarith

/-- If no outer energy equals `a`, the energy expectation value of the first-order state is
`a - S / (1 + N)`, written here multiplied by the squared norm of the state. -/
theorem first_order_expectation (b : n → ℂ) {d : n → ℝ} {a : ℝ} (hd : ∀ k, d k ≠ a) :
    star (dressedState b d a) ⬝ᵥ (arrowhead a b d *ᵥ dressedState b d a) =
      ((a - levelShift b d a / (1 + correctionNorm b d a) : ℝ) : ℂ) *
        (star (dressedState b d a) ⬝ᵥ dressedState b d a) := by
  have hN : 0 ≤ correctionNorm b d a := Finset.sum_nonneg fun k _ => by positivity
  have hN' : 1 + correctionNorm b d a ≠ 0 := by linarith
  have hsum : ∑ k, star (dressedState b d a (some k)) * dressedState b d a (some k) =
      ((correctionNorm b d a : ℝ) : ℂ) := by
    rw [correctionNorm, Complex.ofReal_sum]
    refine Finset.sum_congr rfl fun k _ => ?_
    have e : ‖dressedState b d a (some k)‖ ^ 2 = ‖b k‖ ^ 2 / (d k - a) ^ 2 := by
      simp only [dressedState]
      rw [norm_div, norm_neg, Complex.norm_real, div_pow, Real.norm_eq_abs, sq_abs]
    rw [← e, Complex.ofReal_pow]
    exact Complex.conj_mul' _
  have hn : star (dressedState b d a) ⬝ᵥ dressedState b d a =
      ((1 + correctionNorm b d a : ℝ) : ℂ) := by
    rw [dotProduct, Fintype.sum_option]
    simp only [Pi.star_apply]
    rw [hsum]
    simp [dressedState]
  have h1 : star (dressedState b d a) none = 1 := by simp [dressedState]
  have key : (a - levelShift b d a / (1 + correctionNorm b d a)) *
      (1 + correctionNorm b d a) = a * (1 + correctionNorm b d a) - levelShift b d a := by
    rw [sub_mul, div_mul_cancel₀ _ hN']
  -- only the reference component feels the residual `-S`
  rw [arrowhead_mulVec_dressedState a b hd, dotProduct_add, dotProduct_smul,
    dotProduct_single, hn, h1, ← Complex.ofReal_mul, key, smul_eq_mul]
  push_cast
  ring

end

end ArrowheadEpsteinNesbet
```

```lean
#print axioms ArrowheadEpsteinNesbet.arrowhead_isHermitian
#print axioms ArrowheadEpsteinNesbet.ground_energy_bounds
#print axioms ArrowheadEpsteinNesbet.first_order_expectation
```

```
'ArrowheadEpsteinNesbet.arrowhead_isHermitian' depends on axioms: [propext, Classical.choice, Quot.sound]
'ArrowheadEpsteinNesbet.ground_energy_bounds' depends on axioms: [propext, Classical.choice, Quot.sound]
'ArrowheadEpsteinNesbet.first_order_expectation' depends on axioms: [propext, Classical.choice, Quot.sound]
```

**From the lemmas to the bounds.** `arrowhead_isHermitian` checks the matrix entry by entry, and `arrowhead_mulVec` writes out the two component equations. `arrowhead_mulVec_dressedState` shows that the dressed state solves the eigenvalue equation up to a residual $a-E-\sigma(E)$ on the reference.

In `isEnergy_iff_secular`, the outer equations make any eigenvector a multiple of the dressed state, and the residual must then vanish. Conversely, a vanishing residual makes the dressed state an eigenvector. `isGroundEnergy_iff` combines this with `levelShift_mono` and the root to characterise $E_0$ by $E_0\le a$ and $a-E_0=\sigma(E_0)$.

In `ground_energy_bounds`, `hm` is the monotonicity behind the lower bound. The identity `hid` is the expansion of $1/(\Delta_k+\delta)$ with its remainder, `hpos` gives the remainder's sign, and `ht` is the summed inequality. `div_le_iff₀` then performs the division by $1+N$. For the expectation value, `hn` computes the squared norm $1+N$, and the residual $-S$ contributes only through the reference amplitude.

**The intermediate value theorem in Mathlib.** `intermediate_value_Icc` says that for $f$ continuous on $[u,v]$ with $u\le v$, the interval $[f(u),f(v)]$ is contained in the image of $[u,v]$. Here $f(E)=\sigma(E)+E$, $u=a-S$ and $v=a$. Once $a$ is shown to lie between the end values, `obtain` extracts the root together with its location. Continuity is needed only on this closed interval, which lies below every pole $d_k$; `h1` proves it term by term. If $S=0$, the interval is the single point $a$ and the argument still holds.
